# Plane-wave overlaps of single-exponential core functions: a q⁻⁵ p tail against a q⁻⁶ smoothed s tail

Let a > 0 be the decay constant of a core function and q > 0 a wave number. With the spherical Bessel functions

j0(x) = sin x / x,  j1(x) = sin x / x² − cos x / x,

the radial overlaps of three model core functions with the matching partial wave are

∫₀^∞ r² exp(−ar) j0(qr) dr = 2a / (a² + q²)²

∫₀^∞ r² (1 + ar) exp(−ar) j0(qr) dr = 8a³ / (a² + q²)³

∫₀^∞ r² · r exp(−ar) j1(qr) dr = 8aq / (a² + q²)³.

At large q they fall off as 2a/q⁴, 8a³/q⁶ and 8a/q⁵. For equal a, the p overlap divided by the smoothed s overlap is exactly q/a², which grows without bound.

Up to angular factors and normalisation, such overlaps are the coefficients that orthogonalise a plane wave to a core state. Up to the same factors they are also the coefficients of the core function's own expansion in plane waves, so their tails show how fast that expansion converges.

## From one complex integral to three overlaps

Put z = a − iq, u = 1/z and W(r) = exp(−zr), so that W′ = −zW and

W(r) = exp(−ar) (cos qr + i sin qr).

For complex constants b and e, define

F(r) = −[e u r² + (b u + 2e u²) r + (b u² + 2e u³)] W(r).

Differentiate and use zu = 1:

F′ = [e r² + (b + 2eu) r + (bu + 2eu²) − 2eu r − (bu + 2eu²)] W = (b r + e r²) W.

Since a > 0, F vanishes at infinity, and therefore

∫₀^∞ (b r + e r²) W dr = −F(0) = b u² + 2e u³.

Write D = a² + q². Then u = (a + iq)/D, and the real and imaginary parts of u² and 2u³ give

∫₀^∞ r exp(−ar) sin qr dr = 2aq/D²

∫₀^∞ r² exp(−ar) sin qr dr = 2q(3a² − q²)/D³

∫₀^∞ r² exp(−ar) cos qr dr = 2a(a² − 3q²)/D³.

In the first overlap, r² j0(qr) = r sin(qr)/q, so the value is 2a/D². The smoothed function adds a/q times the second moment:

2a/D² + 2a(3a² − q²)/D³ = 2a(D + 3a² − q²)/D³ = 8a³/D³.

For the p function, r³ j1(qr) = r sin(qr)/q² − r² cos(qr)/q, hence

2a/(qD²) − 2a(a² − 3q²)/(qD³) = 2a(D − a² + 3q²)/(qD³) = 8aq/D³.

The tails follow because q²/D → 1: the overlaps times q⁴, q⁶ and q⁵ are 2a(q²/D)², 8a³(q²/D)³ and 8a(q²/D)³. Dividing the third overlap by the second gives q/a².

The radial functions above are unnormalised. Their squared norms ∫₀^∞ r²R² dr are 1/(4a³), 7/(4a³) and 3/(4a⁵), so the normalised overlaps are 4a^(5/2)/D², 16a^(9/2)/(√7 D³) and 16a^(7/2)q/(√3 D³). The ratio of the last two is √(7/3) q/a. These normalised values are a supplement by hand; the Lean theorems concern the unnormalised functions.

## The functions and their overlap

```lean
import Mathlib

open MeasureTheory Set Filter Topology

namespace OrthogonalizedPlaneWaves

noncomputable section
```

The Bessel functions are entered by their explicit formulas. The overlaps use them only at the positive argument qr.

```lean
/-- The spherical Bessel function of order zero, for `x ≠ 0`. -/
def j0 (x : ℝ) : ℝ := Real.sin x / x

/-- The spherical Bessel function of order one, for `x ≠ 0`. -/
def j1 (x : ℝ) : ℝ := Real.sin x / x ^ 2 - Real.cos x / x
```

The three radial functions take the decay constant first and the radius second. In atomic units the first and third have the form of the hydrogenic 1s and 2p radial functions, for nuclear charges a and 2a. The smoothed function has no cusp and is not an eigenfunction for a point nucleus. All three serve here as model core functions.

```lean
/-- The exponential s function with decay constant `a`. -/
def cuspOrbital (a r : ℝ) : ℝ := Real.exp (-a * r)

/-- The smoothed s function with decay constant `a`. -/
def smoothOrbital (a r : ℝ) : ℝ := (1 + a * r) * Real.exp (-a * r)

/-- The radial part of a p function with decay constant `a`. -/
def pOrbital (a r : ℝ) : ℝ := r * Real.exp (-a * r)
```

`overlap j R q` is the Lebesgue integral over r > 0, with the radial volume factor r² written out. It contains neither spherical harmonics nor the prefactors of the plane-wave expansion. The theorems pair `j0` with the s functions and `j1` with the p function.

```lean
/-- The radial overlap of the function `R` with the partial wave `j` at wave number `q`. -/
def overlap (j R : ℝ → ℝ) (q : ℝ) : ℝ := ∫ r in Ioi (0 : ℝ), r ^ 2 * R r * j (q * r)
```

`dampedWave a q r` is W(r).

```lean
/-- The complex wave with wave number `q` and damping `a`. -/
def dampedWave (a q r : ℝ) : ℂ := Complex.exp (-((a - q * Complex.I) * r))
```

## The slope at the nucleus

The word "smoothed" has a precise meaning here: the exponential has slope −a at r = 0, while the factor 1 + ar cancels that slope. The proof is the product rule.

```lean
/-- At the nucleus the exponential has slope `-a`, and the smoothed function has slope zero. -/
theorem slope_at_nucleus (a : ℝ) :
    HasDerivAt (cuspOrbital a) (-a) 0 ∧ HasDerivAt (smoothOrbital a) 0 0 := by
  have h : HasDerivAt (fun r : ℝ => Real.exp (-a * r)) (-a) 0 := by
    simpa using ((hasDerivAt_id (0 : ℝ)).const_mul (-a)).exp
  have h1 : HasDerivAt (fun r : ℝ => 1 + a * r) a 0 := by
    simpa using ((hasDerivAt_id (0 : ℝ)).const_mul a).const_add 1
  have h2 : HasDerivAt (fun r : ℝ => (1 + a * r) * Real.exp (-a * r)) 0 0 :=
    (h1.fun_mul h).congr_deriv (by simp)
  exact ⟨h, h2⟩
```

## Integrability and the complex moment

The absolute value of rⁿW is rⁿ exp(−ar), whose integral is a Gamma integral with a positive value. Lean assigns the value zero to the integral of a non-integrable function, so the positive value proves integrability. `Integrable.mono'` then passes this from the absolute value to the complex function.

```lean
/-- For `a > 0`, a damped wave times any natural-number power of the radius is integrable over `r >
0`. -/
theorem wave_integrable (n : ℕ) {a : ℝ} (ha : 0 < a) (q : ℝ) :
    IntegrableOn (fun r : ℝ => (r : ℂ) ^ n * dampedWave a q r) (Ioi 0) := by
  have key := Real.integral_rpow_mul_exp_neg_mul_Ioi (a := (n : ℝ) + 1) (by positivity) ha
  simp only [add_sub_cancel_right, Real.rpow_natCast] at key
  -- the Gamma integral is nonzero, so its integrand is integrable
  have hg : IntegrableOn (fun t : ℝ => t ^ n * Real.exp (-(a * t))) (Ioi 0) := by
    by_contra h
    rw [integral_undef h] at key
    exact (mul_pos (Real.rpow_pos_of_pos (by positivity) _)
      (Real.Gamma_pos_of_pos (by positivity))).ne key
  refine Integrable.mono' hg
    (Continuous.aestronglyMeasurable (by unfold dampedWave; fun_prop)) ?_
  filter_upwards [ae_restrict_mem measurableSet_Ioi] with r hr
  have hre : (-(((a : ℂ) - q * Complex.I) * r)).re = -(a * r) := by simp
  refine le_of_eq ?_
  rw [dampedWave, norm_mul, norm_pow, Complex.norm_real,
    Real.norm_of_nonneg (mem_Ioi.1 hr).le, Complex.norm_exp, hre]
```

The next theorem gives the integral of (b r + e r²)W, together with its integrability. The code names u through `hu` and records zu = 1 as `hzu`. The statement `hF` is the differentiation of F, and its `linear_combination` step uses zu = 1 exactly where the calculation above did.

```lean
/-- The first and second radial moments of a damped wave, in any linear combination. -/
theorem wave_moment {a : ℝ} (ha : 0 < a) (q : ℝ) (b e : ℂ) :
    IntegrableOn (fun r : ℝ => (b * r + e * r ^ 2) * dampedWave a q r) (Ioi 0) ∧
    ∫ r in Ioi (0 : ℝ), (b * r + e * r ^ 2) * dampedWave a q r =
      b * ((a - q * Complex.I)⁻¹) ^ 2 + 2 * e * ((a - q * Complex.I)⁻¹) ^ 3 := by
  have hz : (a : ℂ) - q * Complex.I ≠ 0 := fun h => ha.ne' (by simpa using congrArg Complex.re h)
  obtain ⟨u, hu⟩ : ∃ u, u = ((a : ℂ) - q * Complex.I)⁻¹ := ⟨_, rfl⟩
  have hzu : ((a : ℂ) - q * Complex.I) * u = 1 := by rw [hu]; exact mul_inv_cancel₀ hz
  rw [← hu]
  have i0 := wave_integrable 0 ha q
  have i1 := wave_integrable 1 ha q
  have i2 := wave_integrable 2 ha q
  have hi : IntegrableOn (fun r : ℝ => (b * r + e * r ^ 2) * dampedWave a q r) (Ioi 0) :=
    Integrable.congr ((Integrable.const_mul i1 b).add (Integrable.const_mul i2 e))
      (ae_of_all _ fun r => by simp only [Pi.add_apply]; ring)
  -- an explicit antiderivative, which vanishes at infinity
  let F : ℝ → ℂ := fun r => -(e * u * (r * r) + (b * u + 2 * e * u ^ 2) * r +
    (b * u ^ 2 + 2 * e * u ^ 3)) * dampedWave a q r
  have hF : ∀ r : ℝ, HasDerivAt F ((b * r + e * r ^ 2) * dampedWave a q r) r := by
    intro r
    have hid : HasDerivAt (fun x : ℝ => (x : ℂ)) 1 r :=
      (hasDerivAt_id r).ofReal_comp.congr_deriv Complex.ofReal_one
    have hW : HasDerivAt (dampedWave a q)
        (dampedWave a q r * -((a - q * Complex.I) * 1)) r :=
      (hid.const_mul ((a : ℂ) - q * Complex.I)).fun_neg.cexp
    have hP := (((hid.fun_mul hid).const_mul (e * u)).fun_add
      (hid.const_mul (b * u + 2 * e * u ^ 2))).add_const (b * u ^ 2 + 2 * e * u ^ 3)
    refine (hP.fun_neg.fun_mul hW).congr_deriv ?_
    linear_combination (dampedWave a q r *
      (e * r ^ 2 + (b + 2 * e * u) * r + (b * u + 2 * e * u ^ 2))) * hzu
  have hFi : IntegrableOn F (Ioi 0) :=
    Integrable.congr (((Integrable.const_mul i2 (-(e * u))).add
      (Integrable.const_mul i1 (-(b * u + 2 * e * u ^ 2)))).add
      (Integrable.const_mul i0 (-(b * u ^ 2 + 2 * e * u ^ 3))))
      (ae_of_all _ fun r => by simp only [Pi.add_apply, F]; ring)
  have ht := tendsto_zero_of_hasDerivAt_of_integrableOn_Ioi (fun r _ => hF r) hi hFi
  have h0 : dampedWave a q 0 = 1 := by simp [dampedWave]
  refine ⟨hi, (integral_Ioi_of_hasDerivAt_of_tendsto' (fun r _ => hF r) hi ht).trans ?_⟩
  simp only [F, h0, Complex.ofReal_zero]
  ring
```

The proof turns on `tendsto_zero_of_hasDerivAt_of_integrableOn_Ioi`, which supplies F(r) → 0. It says that if F and its derivative are both integrable on a half-line, then F tends to zero at infinity. Integrability of F′ forces F to approach some limit, and a nonzero limit would make F non-integrable. Here both functions are polynomials of degree at most two times W, so `wave_integrable` with n = 0, 1, 2 covers them both, and no separate estimate of polynomial against exponential is needed. The companion `integral_Ioi_of_hasDerivAt_of_tendsto'` is the fundamental theorem of calculus on the half-line: it turns the limit into the value 0 − F(0).

## Real moments and closed forms

For real b, c and d, the choice e = c − id makes the imaginary part of (b r + e r²)W equal to

exp(−ar) [b r sin qr + c r² sin qr − d r² cos qr].

All the real moments needed thus come from a single imaginary part. `Complex.imCLM.integral_comp_comm` exchanges that part with the integral, which is allowed because the complex integrand is integrable. The right-hand side is written with a/D and q/D, the real and imaginary parts of u.

```lean
/-- The damped sine and cosine moments that occur in the overlaps. -/
theorem damped_moments {a : ℝ} (ha : 0 < a) (q b c d : ℝ) :
    ∫ r in Ioi (0 : ℝ), (b * (r * (Real.exp (-a * r) * Real.sin (q * r))) +
      c * (r ^ 2 * (Real.exp (-a * r) * Real.sin (q * r))) -
      d * (r ^ 2 * (Real.exp (-a * r) * Real.cos (q * r)))) =
    b * (2 * (a / (a ^ 2 + q ^ 2)) * (q / (a ^ 2 + q ^ 2))) +
      c * (2 * (3 * (a / (a ^ 2 + q ^ 2)) ^ 2 * (q / (a ^ 2 + q ^ 2)) -
        (q / (a ^ 2 + q ^ 2)) ^ 3)) -
      d * (2 * ((a / (a ^ 2 + q ^ 2)) ^ 3 -
        3 * (a / (a ^ 2 + q ^ 2)) * (q / (a ^ 2 + q ^ 2)) ^ 2)) := by
  obtain ⟨hi, hv⟩ := wave_moment ha q b (c - d * Complex.I)
  have hf : ∀ r : ℝ,
      Complex.imCLM ((b * r + (c - d * Complex.I) * r ^ 2) * dampedWave a q r) =
      b * (r * (Real.exp (-a * r) * Real.sin (q * r))) +
      c * (r ^ 2 * (Real.exp (-a * r) * Real.sin (q * r))) -
      d * (r ^ 2 * (Real.exp (-a * r) * Real.cos (q * r))) := by
    intro r
    have him : (dampedWave a q r).im = Real.exp (-a * r) * Real.sin (q * r) := by
      rw [dampedWave, Complex.exp_im]; simp
    have hre : (dampedWave a q r).re = Real.exp (-a * r) * Real.cos (q * r) := by
      rw [dampedWave, Complex.exp_re]; simp
    simp only [Complex.imCLM_apply, pow_two, Complex.mul_im, Complex.mul_re, Complex.add_im,
      Complex.add_re, Complex.sub_im, Complex.sub_re, Complex.ofReal_re, Complex.ofReal_im,
      Complex.I_re, Complex.I_im, hre, him]
    ring
  have h := Complex.imCLM.integral_comp_comm hi
  simp only [hf] at h
  rw [hv, Complex.imCLM_apply] at h
  have ur : ((a : ℂ) - q * Complex.I)⁻¹.re = a / (a ^ 2 + q ^ 2) := by
    rw [Complex.inv_re, Complex.normSq_apply]; simp [pow_two]
  have ui : ((a : ℂ) - q * Complex.I)⁻¹.im = q / (a ^ 2 + q ^ 2) := by
    rw [Complex.inv_im, Complex.normSq_apply]; simp [pow_two]
  rw [h]
  generalize ((a : ℂ) - q * Complex.I)⁻¹ = u at ur ui ⊢
  rw [← ur, ← ui]
  simp only [pow_three, pow_two, Complex.mul_im, Complex.mul_re, Complex.add_im,
    Complex.sub_im, Complex.sub_re, Complex.ofReal_re, Complex.ofReal_im,
    Complex.I_re, Complex.I_im, Complex.re_ofNat, Complex.im_ofNat]
  ring
```

Each overlap is now a choice of (b, c, d): (1/q, 0, 0) for the exponential, (1/q, a/q, 0) for the smoothed function and (1/q², 0, 1/q) for the p function. `setIntegral_congr_fun` requires the integrands to agree only for r > 0, where division by r is legitimate. The remaining algebra is done by `field_simp` and `ring`. The hypotheses `ha` and `hq` state that the core function decays and that the wave number is positive.

```lean
/-- Closed forms of the plane-wave overlaps of the exponential s function, the smoothed
s function and the p function. -/
theorem overlap_closed_forms {a q : ℝ} (ha : 0 < a) (hq : 0 < q) :
    overlap j0 (cuspOrbital a) q = 2 * a / (a ^ 2 + q ^ 2) ^ 2 ∧
    overlap j0 (smoothOrbital a) q = 8 * a ^ 3 / (a ^ 2 + q ^ 2) ^ 3 ∧
    overlap j1 (pOrbital a) q = 8 * a * q / (a ^ 2 + q ^ 2) ^ 3 := by
  have hD : a ^ 2 + q ^ 2 ≠ 0 := by positivity
  refine ⟨?_, ?_, ?_⟩
  · refine Eq.trans (setIntegral_congr_fun measurableSet_Ioi fun r hr => ?_)
      ((damped_moments ha q q⁻¹ 0 0).trans ?_)
    · have hr' : r ≠ 0 := (mem_Ioi.1 hr).ne'
      simp only [j0, cuspOrbital, zero_mul, add_zero, sub_zero]
      field_simp
    · simp only [zero_mul, add_zero, sub_zero]
      field_simp
  · refine Eq.trans (setIntegral_congr_fun measurableSet_Ioi fun r hr => ?_)
      ((damped_moments ha q q⁻¹ (a / q) 0).trans ?_)
    · have hr' : r ≠ 0 := (mem_Ioi.1 hr).ne'
      simp only [j0, smoothOrbital, zero_mul, sub_zero]
      field_simp
    · field_simp
      ring
  · refine Eq.trans (setIntegral_congr_fun measurableSet_Ioi fun r hr => ?_)
      ((damped_moments ha q (q ^ 2)⁻¹ 0 q⁻¹).trans ?_)
    · have hr' : r ≠ 0 := (mem_Ioi.1 hr).ne'
      simp only [j1, pOrbital, zero_mul, add_zero]
      field_simp
    · field_simp
      ring
```

## Tails and their ratio

The three limits hold at fixed a > 0 as q → ∞. The proof first shows that q²/(a² + q²) tends to one, by writing it as the inverse of 1 + a²/q². It then takes powers and replaces the closed forms by the overlaps for all positive q, which suffices for a limit at infinity.

```lean
/-- At large wave number the three overlaps fall off as `2a/q⁴`, `8a³/q⁶` and `8a/q⁵`. -/
theorem overlap_tails {a : ℝ} (ha : 0 < a) :
    Tendsto (fun q => q ^ 4 * overlap j0 (cuspOrbital a) q) atTop (𝓝 (2 * a)) ∧
    Tendsto (fun q => q ^ 6 * overlap j0 (smoothOrbital a) q) atTop (𝓝 (8 * a ^ 3)) ∧
    Tendsto (fun q => q ^ 5 * overlap j1 (pOrbital a) q) atTop (𝓝 (8 * a)) := by
  -- each scaled overlap is a constant times a power of q² / (a² + q²), which tends to one
  have hr : Tendsto (fun q : ℝ => q ^ 2 / (a ^ 2 + q ^ 2)) atTop (𝓝 1) := by
    have h0 : Tendsto (fun q : ℝ => 1 + a ^ 2 * (q⁻¹) ^ 2) atTop (𝓝 (1 + a ^ 2 * 0 ^ 2)) :=
      ((tendsto_inv_atTop_zero.pow 2).const_mul (a ^ 2)).const_add 1
    have h1 := h0.inv₀ (by norm_num)
    rw [show (1 + a ^ 2 * 0 ^ 2)⁻¹ = (1 : ℝ) by norm_num] at h1
    refine h1.congr' ?_
    filter_upwards [eventually_gt_atTop 0] with q hq
    rw [inv_eq_iff_eq_inv, inv_div, add_div, div_self (by positivity)]
    ring
  have h2 := (hr.pow 2).const_mul (2 * a)
  have h3 := (hr.pow 3).const_mul (8 * a ^ 3)
  have h4 := (hr.pow 3).const_mul (8 * a)
  rw [one_pow, mul_one] at h2 h3 h4
  refine ⟨h2.congr' ?_, h3.congr' ?_, h4.congr' ?_⟩
  all_goals
    filter_upwards [eventually_gt_atTop 0] with q hq
    obtain ⟨e1, e2, e3⟩ := overlap_closed_forms ha hq
    simp only [e1, e2, e3, div_pow]
    ring
```

The last theorem makes the comparison of p and smoothed s exact at every positive q, and adds the divergence of the ratio. Both functions share the same a. The overlap of the unsmoothed exponential, with its q⁻⁴ tail, falls off more slowly in q than either.

```lean
/-- The ratio of the p overlap to the smoothed s overlap is `q/a²` for `q > 0`, and it
grows without bound with the wave number. -/
theorem p_outlasts_smooth_s {a : ℝ} (ha : 0 < a) :
    (∀ q, 0 < q → overlap j1 (pOrbital a) q / overlap j0 (smoothOrbital a) q = q / a ^ 2) ∧
    Tendsto (fun q => overlap j1 (pOrbital a) q / overlap j0 (smoothOrbital a) q)
      atTop atTop := by
  have h : ∀ q, 0 < q →
      overlap j1 (pOrbital a) q / overlap j0 (smoothOrbital a) q = q / a ^ 2 := by
    intro q hq
    have hD : a ^ 2 + q ^ 2 ≠ 0 := by positivity
    rw [(overlap_closed_forms ha hq).2.1, (overlap_closed_forms ha hq).2.2]
    field_simp
  have ht : Tendsto (fun q : ℝ => q / a ^ 2) atTop atTop :=
    tendsto_id.atTop_div_const (pow_pos ha 2)
  refine ⟨h, ht.congr' ?_⟩
  filter_upwards [eventually_gt_atTop 0] with q hq
  exact (h q hq).symm

end

end OrthogonalizedPlaneWaves
```

```lean
#print axioms OrthogonalizedPlaneWaves.slope_at_nucleus
#print axioms OrthogonalizedPlaneWaves.overlap_closed_forms
#print axioms OrthogonalizedPlaneWaves.overlap_tails
#print axioms OrthogonalizedPlaneWaves.p_outlasts_smooth_s
```

```
'OrthogonalizedPlaneWaves.slope_at_nucleus' depends on axioms: [propext, Classical.choice, Quot.sound]
'OrthogonalizedPlaneWaves.overlap_closed_forms' depends on axioms: [propext, Classical.choice, Quot.sound]
'OrthogonalizedPlaneWaves.overlap_tails' depends on axioms: [propext, Classical.choice, Quot.sound]
'OrthogonalizedPlaneWaves.p_outlasts_smooth_s' depends on axioms: [propext, Classical.choice, Quot.sound]
```
